# For a given number of kept terms, keeping the largest coefficients discards the least sum of squares

When a finite expansion of a state is truncated by keeping the coefficients largest in modulus, no other selection with at most as many terms discards a smaller sum of squared moduli. In `discarded_sq_minimal` the coefficients are real or complex, `s` is the finite set of available indices, `K` is the part kept by the rule, and `L` is any competing part of `s` with no more entries than `K`. The coefficients need not be normalised, and the theorem speaks only of them, not of basis vectors; in an orthonormal basis the discarded sum is the squared norm of the part left out. The proof compares the entries in which `K` and `L` differ, using the smallest modulus in `K \ L` as a bound between the two sums, and then adds back the entries they share.

In Lean, a first try:

```lean
import Mathlib

open Finset

namespace DiscardedSqMinimal

noncomputable section

variable {𝕜 E ι : Type*} [RCLike 𝕜] [NormedAddCommGroup E] [InnerProductSpace 𝕜 E]

/-- The thresholding rule: `K` is a part of `s`, and no coefficient discarded from `s`
exceeds a kept one in modulus. -/
structure KeepsLargest (c : ι → 𝕜) (s K : Finset ι) : Prop where
  subset : K ⊆ s
  dominates : ∀ i ∈ K, ∀ j ∈ s, j ∉ K → ‖c j‖ ≤ ‖c i‖

variable [DecidableEq ι] {φ : ι → E} {c : ι → 𝕜} {s K L : Finset ι}

/-- Among all selections `L` from `s` with no more entries than `K`, keeping the largest
coefficients discards the least sum of squares. -/
theorem discarded_sq_minimal (h : KeepsLargest c s K) (hL : L ⊆ s)
    (hcard : L.card ≤ K.card) :
    ∑ i ∈ s \ K, ‖c i‖ ^ 2 ≤ ∑ i ∈ s \ L, ‖c i‖ ^ 2 := by
  have hc1 := Finset.card_sdiff_add_card_inter L K
  have hc2 := Finset.card_sdiff_add_card_inter K L
  rw [Finset.inter_comm K L] at hc2
  -- exchange the entries in which the two selections differ
  have hex : ∑ i ∈ L \ K, ‖c i‖ ^ 2 ≤ ∑ i ∈ K \ L, ‖c i‖ ^ 2 := by
    rcases (K \ L).eq_empty_or_nonempty with he | hne
    · have h0 : L \ K = ∅ := by
        rw [← Finset.card_eq_zero]
        rw [he, Finset.card_empty] at hc2
        omega
      rw [he, h0]
    · obtain ⟨m, hm, hmin⟩ := Finset.exists_min_image (K \ L) (fun i => ‖c i‖) hne
      have h1 := Finset.sum_le_card_nsmul (L \ K) (fun i => ‖c i‖ ^ 2) (‖c m‖ ^ 2)
        (fun j hj => pow_le_pow_left₀ (norm_nonneg _) (h.dominates m
          (Finset.mem_sdiff.mp hm).1 j (hL (Finset.mem_sdiff.mp hj).1)
          (Finset.mem_sdiff.mp hj).2) 2)
      have h2 := Finset.card_nsmul_le_sum (K \ L) (fun i => ‖c i‖ ^ 2) (‖c m‖ ^ 2)
        (fun i hi => pow_le_pow_left₀ (norm_nonneg _) (hmin i hi) 2)
      rw [nsmul_eq_mul] at h1 h2
      have h3 : ((L \ K).card : ℝ) ≤ (K \ L).card := by
        exact_mod_cast (by omega : (L \ K).card ≤ (K \ L).card)
      exact h1.trans ((mul_le_mul_of_nonneg_right h3 (sq_nonneg _)).trans h2)
  have e1 := Finset.sum_inter_add_sum_diff L K (fun i => ‖c i‖ ^ 2)
  have e2 := Finset.sum_inter_add_sum_diff K L (fun i => ‖c i‖ ^ 2)
  rw [Finset.inter_comm K L] at e2
  have e3 := Finset.sum_sdiff h.subset (f := fun i => ‖c i‖ ^ 2)
  have e4 := Finset.sum_sdiff hL (f := fun i => ‖c i‖ ^ 2)
  linarith

end

end DiscardedSqMinimal
```

Compiling this gives:

```
Main.lean:46:13: error(lean.unknownIdentifier): Unknown constant `Finset.sum_inter_add_sum_diff`
Main.lean:23:55: error: unsolved goals
𝕜 : Type u_1
ι : Type u_3
inst✝¹ : RCLike 𝕜
inst✝ : DecidableEq ι
c : ι → 𝕜
s K L : Finset ι
h : KeepsLargest c s K
hL : L ⊆ s
hcard : #L ≤ #K
hc1 : #(L \ K) + #(L ∩ K) = #L
hc2 : #(K \ L) + #(L ∩ K) = #K
hex : ∑ i ∈ L \ K, ‖c i‖ ^ 2 ≤ ∑ i ∈ K \ L, ‖c i‖ ^ 2
⊢ ∑ i ∈ s \ K, ‖c i‖ ^ 2 ≤ ∑ i ∈ s \ L, ‖c i‖ ^ 2
```

The first message says that Lean knows no constant called `Finset.sum_inter_add_sum_diff`. The lemma wanted here splits the sum over `L` into the sums over `L ∩ K` and `L \ K`, and its name in this Mathlib ends in `sdiff`, not `diff`.

The second message, "unsolved goals", follows from the first. The proof stopped at `e1`, so the theorem's inequality was still open. The context printed with it ends at `hex`, which shows that the exchange step had already gone through.

The diff corrects the name in `e1` and `e2` and leaves the arguments as they were. Both changes are needed: `e2` used the same unknown name, and went unreported only because Lean never reached it. With both splittings in hand, `hex` gives that the sum over `L` is at most the sum over `K`. `e3` and `e4` turn this into the claim about the discarded terms, and `linarith` closes the goal.

After these edits no error is left:

```diff
@@ -44,6 +44,6 @@
         exact_mod_cast (by omega : (L \ K).card ≤ (K \ L).card)
       exact h1.trans ((mul_le_mul_of_nonneg_right h3 (sq_nonneg _)).trans h2)
-  have e1 := Finset.sum_inter_add_sum_diff L K (fun i => ‖c i‖ ^ 2)
-  have e2 := Finset.sum_inter_add_sum_diff K L (fun i => ‖c i‖ ^ 2)
+  have e1 := Finset.sum_inter_add_sum_sdiff L K (fun i => ‖c i‖ ^ 2)
+  have e2 := Finset.sum_inter_add_sum_sdiff K L (fun i => ‖c i‖ ^ 2)
   rw [Finset.inter_comm K L] at e2
   have e3 := Finset.sum_sdiff h.subset (f := fun i => ‖c i‖ ^ 2)
```
